# Mean gap ratios: $2\log 2-1$ for the Poisson density, $4-2\sqrt3$ for the GOE surmise

Q: I diagonalise one symmetry block of a Hamiltonian, divide the smaller of each two adjacent spacings by the larger, and average this ratio $r$. I then compare the average with 0.386 and 0.536. What exactly has been proved about those two numbers?

A: That they are the means of two given densities on $[0,1]$. For a finite, real symmetric Hamiltonian block they serve as idealised references for uncorrelated and for repelling levels.

```lean
import Mathlib

open MeasureTheory intervalIntegral

noncomputable section

namespace GapRatioStatistics
```

A: The first density is that of the smaller-to-larger ratio of two independent, exponentially distributed spacings with the same mean.

```lean
/-- Gap-ratio density 2/(1+r)² of uncorrelated (Poisson) levels, used for 0 ≤ r ≤ 1. -/
def poissonDensity (r : ℝ) : ℝ := 2 / (1 + r) ^ 2
```

A: The second comes from three-level GOE matrices and only approximates large ones. Its linear vanishing at $r=0$ is level repulsion.

```lean
/-- Gap-ratio surmise for the Gaussian orthogonal ensemble, used for 0 ≤ r ≤ 1. -/
def goeDensity (r : ℝ) : ℝ := 27 / 4 * (r + r ^ 2) / (1 + r + r ^ 2) ^ (5 / 2 : ℝ)
```

Q: So no random matrix appears?

A: None. Both densities enter as definitions, and their derivation from the ensembles is not covered. The exponent `(5 / 2 : ℝ)` is a true real power. The weight below $x$, for $0\le x\le1$, and the first moment are written as integrals, which Lean defines for any real function `p` and any real `x`:

```lean
/-- Integral of `p` from 0 to `x`. For a gap-ratio density `p` on [0,1] and 0 ≤ x ≤ 1 it is the
weight placed between 0 and `x`. -/
def ratioCDF (p : ℝ → ℝ) (x : ℝ) : ℝ := ∫ r in (0 : ℝ)..x, p r

/-- First moment of a gap-ratio density `p` on [0,1]. -/
def ratioMean (p : ℝ → ℝ) : ℝ := ∫ r in (0 : ℝ)..1, r * p r
```

Q: `ratioMean` doesn't divide by the total weight. Why call it a mean?

A: Because the final theorem also proves that each total weight, `ratioCDF p 1`, is 1.

Q: How do you integrate the 5/2 power?

A: Put $s=1+r+r^2$ and $v=1/\sqrt s$, which is `invRoot`. Then $v^2s=1$, and the GOE density is $p_G=\tfrac{27}{4}(r+r^2)v^5$.

```lean
/-- The auxiliary function 1/√(1+r+r²). -/
def invRoot (r : ℝ) : ℝ := (√(1 + r + r ^ 2))⁻¹

/-- The square of `invRoot` inverts 1+r+r², and its n-th power inverts (1+r+r²)^(n/2). -/
theorem invRoot_powers (r : ℝ) : invRoot r ^ 2 * (1 + r + r ^ 2) = 1 ∧
    ∀ n : ℕ, invRoot r ^ n = ((1 + r + r ^ 2) ^ ((n : ℝ) / 2))⁻¹ := by
  have hs : 0 < 1 + r + r ^ 2 := by nlinarith [sq_nonneg (r + 1 / 2)]
  constructor
  · rw [invRoot, inv_pow, Real.sq_sqrt hs.le, inv_mul_cancel₀ hs.ne']
  · intro n
    rw [show (n : ℝ) / 2 = 1 / 2 * n by ring, Real.rpow_mul_natCast hs.le,
      ← Real.sqrt_eq_rpow, invRoot, inv_pow]

/-- The GOE surmise written with integer powers of `invRoot`. -/
theorem goeDensity_eq (r : ℝ) :
    goeDensity r = 27 / 4 * (r + r ^ 2) * invRoot r ^ 5 := by
  have h := (invRoot_powers r).2 5
  push_cast at h
  rw [goeDensity, h]
  ring
```

A: The chain rule gives $v'=-\tfrac12(1+2r)s^{-3/2}=-(r+\tfrac12)v^3$.

```lean
/-- The derivative of v = 1/√(1+r+r²) is -(r+1/2)v³. -/
theorem hasDerivAt_invRoot (r : ℝ) :
    HasDerivAt invRoot (-(r + 1 / 2) * invRoot r ^ 3) r := by
  have hs : 0 < 1 + r + r ^ 2 := by nlinarith [sq_nonneg (r + 1 / 2)]
  have h : HasDerivAt (fun y : ℝ => 1 + y + y ^ 2) (1 + 2 * r) r :=
    (((hasDerivAt_id' r).const_add 1).fun_add (hasDerivAt_pow 2 r)).congr_deriv (by norm_num)
  refine ((h.sqrt hs.ne').inv (Real.sqrt_pos.2 hs).ne').congr_deriv ?_
  rw [invRoot]
  ring
```

A: Now try $G=(r+\tfrac12)(v-3v^3)$. Since $(r+\tfrac12)^2=s-\tfrac34$,

$$G'=v-3v^3-(s-\tfrac34)v^3(1-9v^2).$$

With $sv^3=v$ and $sv^5=v^3$ this becomes $\tfrac{27}{4}(v^3-v^5)=\tfrac{27}{4}(s-1)v^5=p_G$. In Lean, `linear_combination` makes these replacements by adding a multiple of $v^2s=1$.

```lean
/-- With v = 1/√(1+r+r²), the function (r+1/2)(v-3v³) is a primitive of the GOE surmise. -/
theorem hasDerivAt_goe (r : ℝ) :
    HasDerivAt (fun y => (y + 1 / 2) * invRoot y
      - 3 * ((y + 1 / 2) * (invRoot y * invRoot y * invRoot y))) (goeDensity r) r := by
  have hu : HasDerivAt (fun y : ℝ => y + 1 / 2) 1 r := (hasDerivAt_id' r).add_const (1 / 2)
  have hv := hasDerivAt_invRoot r
  refine ((hu.fun_mul hv).fun_sub
    ((hu.fun_mul ((hv.fun_mul hv).fun_mul hv)).const_mul 3)).congr_deriv ?_
  rw [goeDensity_eq]
  linear_combination (9 / 4 * invRoot r ^ 3 - invRoot r) * (invRoot_powers r).1
```

Q: And the weights below $x$?

A: For Poisson, $\frac{d}{dr}\frac{2r}{1+r}=\frac{2}{(1+r)^2}$, so the weight is $2x/(1+x)$. The hypothesis $x\ge0$ keeps the pole at $r=-1$ out of the interval.

```lean
/-- For x ≥ 0 the integral of 2/(1+r)² from 0 to x is 2x/(1+x). For x ≤ 1 this is the weight of
Poisson gap ratios between 0 and x. -/
theorem poisson_cdf {x : ℝ} (hx : 0 ≤ x) : ratioCDF poissonDensity x = 2 * x / (1 + x) := by
  have hpos : ∀ r ∈ Set.uIcc 0 x, 1 + r ≠ 0 := fun r hr => by
    rw [Set.uIcc_of_le hx] at hr
    linarith [hr.1]
  have hc : ContinuousOn (fun r : ℝ => 2 / (1 + r) ^ 2) (Set.uIcc 0 x) :=
    ContinuousOn.div continuousOn_const (by fun_prop) fun r hr => pow_ne_zero 2 (hpos r hr)
  have hd : ∀ r ∈ Set.uIcc 0 x,
      HasDerivAt (fun y : ℝ => 2 * y / (1 + y)) (2 / (1 + r) ^ 2) r := fun r hr =>
    (((hasDerivAt_id' r).const_mul 2).fun_div ((hasDerivAt_id' r).const_add 1)
      (hpos r hr)).congr_deriv (by ring)
  have key := integral_eq_sub_of_hasDerivAt hd hc.intervalIntegrable
  simp only [ratioCDF, poissonDensity]
  rw [key]
  simp
```

A: For GOE, $G(0)=-1$, so the weight is $G(x)+1$. Writing $v=sv^3$ at $r=x$ gives $G(x)=(x+\tfrac12)(x^2+x-2)v^3$, hence

$$G(x)+1=1-\frac{(1-x)(2+x)(1+2x)}{2(1+x+x^2)^{3/2}}.$$

Continuity of the density supplies the integrability that the fundamental theorem of calculus needs.

```lean
/-- Closed form, for every real x, of the integral of `goeDensity` from 0 to x. For 0 ≤ x ≤ 1 this
is the weight that the GOE surmise places between 0 and x. -/
theorem goe_cdf (x : ℝ) : ratioCDF goeDensity x =
    1 - (1 - x) * (2 + x) * (1 + 2 * x) / (2 * (1 + x + x ^ 2) ^ (3 / 2 : ℝ)) := by
  have hv : Continuous invRoot :=
    continuous_iff_continuousAt.2 fun r => (hasDerivAt_invRoot r).continuousAt
  have hc : Continuous goeDensity :=
    (by fun_prop : Continuous fun r => 27 / 4 * (r + r ^ 2) * invRoot r ^ 5).congr
      fun r => (goeDensity_eq r).symm
  have key := integral_eq_sub_of_hasDerivAt (fun r _ => hasDerivAt_goe r)
    (hc.intervalIntegrable 0 x)
  have h0 : invRoot 0 = 1 := by simp [invRoot]
  have h3 := (invRoot_powers x).2 3
  push_cast at h3
  have e : (1 - x) * (2 + x) * (1 + 2 * x) / (2 * (1 + x + x ^ 2) ^ (3 / 2 : ℝ))
      = (1 - x) * (2 + x) * (1 + 2 * x) / 2 * invRoot x ^ 3 := by
    rw [h3]
    ring
  simp only [h0] at key
  rw [ratioCDF, key, e]
  linear_combination (-(x + 1 / 2) * invRoot x) * (invRoot_powers x).1
```

Q: Does repulsion show up in the whole distribution, or only in the mean?

A: In the whole distribution: for $0<x<1$ the GOE weight below $x$ is strictly smaller. Compare the weights above $x$. The Poisson one is $(1-x)/(1+x)$, so after cancelling $1-x>0$ we need

$$2(1+x+x^2)^{3/2}<(1+x)(2+x)(1+2x).$$

Both sides are positive, so we may square. The right side squared minus the left side squared is $16x+53x^2+78x^3+53x^4+16x^5>0$. The proof calls the real power `q` and uses only $q>0$ and $q^2=(1+x+x^2)^3$.

```lean
/-- The GOE surmise places strictly less weight on gap ratios below x than the Poisson
density does, for every x strictly between 0 and 1. -/
theorem goe_cdf_lt_poisson_cdf {x : ℝ} (h0 : 0 < x) (h1 : x < 1) :
    ratioCDF goeDensity x < ratioCDF poissonDensity x := by
  have hsq : ∀ s : ℝ, 0 < s → (s ^ (3 / 2 : ℝ)) ^ 2 = s ^ 3 := fun s hs => by
    rw [← Real.rpow_mul_natCast hs.le]
    norm_num
  have hq2 := hsq (1 + x + x ^ 2) (by positivity)
  have hq : 0 < (1 + x + x ^ 2) ^ (3 / 2 : ℝ) := by positivity
  rw [goe_cdf, poisson_cdf h0.le]
  generalize (1 + x + x ^ 2) ^ (3 / 2 : ℝ) = q at hq hq2 ⊢
  -- compare squares: the difference is a polynomial with positive coefficients
  have hlt : 2 * q < (1 + x) * (2 + x) * (1 + 2 * x) := by
    refine lt_of_pow_lt_pow_left₀ 2 (by positivity) ?_
    have hp : 0 < 16 * x + 53 * x ^ 2 + 78 * x ^ 3 + 53 * x ^ 4 + 16 * x ^ 5 := by positivity
    linear_combination hp + 4 * hq2
  have hx : 0 < 1 + x := by linarith
  have hfrac : (1 - x) / (1 + x) < (1 - x) * (2 + x) * (1 + 2 * x) / (2 * q) := by
    rw [div_lt_div_iff₀ hx (by positivity)]
    linarith [mul_lt_mul_of_pos_left hlt (sub_pos.2 h1)]
  have e : 2 * x / (1 + x) = 1 - (1 - x) / (1 + x) := by
    rw [eq_sub_iff_add_eq, ← add_div, div_eq_one_iff_eq hx.ne']
    ring
  linarith
```

Q: Give me numbers, and tell me whether $x<1$ matters.

A: At $x=\tfrac12$ the Poisson weight is $2/3\approx0.667$. The GOE weight is $1-2.5/(2\cdot1.75^{3/2})\approx1-2.5/4.630\approx0.460$. Without $x<1$ the strict inequality fails: at $x=1$ both weights equal 1.

Q: Now the means.

A: For Poisson, $\frac{2r}{(1+r)^2}=\frac{2}{1+r}-\frac{2}{(1+r)^2}$ has primitive $2\log(1+r)-\frac{2r}{1+r}$. Between 0 and 1 this gives $2\log2-1$.

```lean
/-- The mean gap ratio of Poisson levels is 2 log 2 - 1. -/
theorem poisson_mean : ratioMean poissonDensity = 2 * Real.log 2 - 1 := by
  have hpos : ∀ r ∈ Set.uIcc (0 : ℝ) 1, 1 + r ≠ 0 := fun r hr => by
    rw [Set.uIcc_of_le zero_le_one] at hr
    linarith [hr.1]
  have hc : ContinuousOn (fun r : ℝ => r * (2 / (1 + r) ^ 2)) (Set.uIcc 0 1) :=
    continuousOn_id.mul
      (ContinuousOn.div continuousOn_const (by fun_prop) fun r hr => pow_ne_zero 2 (hpos r hr))
  have hd : ∀ r ∈ Set.uIcc (0 : ℝ) 1, HasDerivAt
      (fun y : ℝ => 2 * Real.log (1 + y) - 2 * y / (1 + y)) (r * (2 / (1 + r) ^ 2)) r := by
    intro r hr
    have h := hpos r hr
    have hu : HasDerivAt (fun y : ℝ => 1 + y) 1 r := (hasDerivAt_id' r).const_add 1
    have e : 1 / (1 + r) = (1 + r) / (1 + r) ^ 2 := by
      rw [div_eq_div_iff h (pow_ne_zero 2 h)]
      ring
    refine (((hu.log h).const_mul 2).fun_sub
      (((hasDerivAt_id' r).const_mul 2).fun_div hu h)).congr_deriv ?_
    linear_combination 2 * e
  have key := integral_eq_sub_of_hasDerivAt hd hc.intervalIntegrable
  simp only [ratioMean, poissonDensity]
  rw [key]
  norm_num
```

A: For GOE, split $r=(r+\tfrac12)-\tfrac12$. The first part is $(r+\tfrac12)p_G=\tfrac{27}{4}(r+\tfrac12)(v^3-v^5)$, with primitive $\tfrac{27}{4}(\tfrac13v^3-v)$. As $v$ goes from 1 to $1/\sqrt3$, it contributes

$$\tfrac{27}{4}\left(\tfrac23-\tfrac{8\sqrt3}{27}\right)=\tfrac92-2\sqrt3.$$

The second part contributes $-\tfrac12$, because the total weight is $G(1)-G(0)=0+1$. The sum is $4-2\sqrt3$. Lean differentiates the combined primitive and inserts the same endpoint values.

```lean
/-- The mean gap ratio of the GOE surmise is 4 - 2√3. -/
theorem goe_mean : ratioMean goeDensity = 4 - 2 * √3 := by
  have hv : Continuous invRoot :=
    continuous_iff_continuousAt.2 fun r => (hasDerivAt_invRoot r).continuousAt
  have hc : Continuous fun r => r * goeDensity r :=
    (by fun_prop : Continuous fun r => r * (27 / 4 * (r + r ^ 2) * invRoot r ^ 5)).congr
      fun r => by rw [goeDensity_eq]
  -- split r = (r + 1/2) - 1/2 and integrate the two parts
  have hd : ∀ r ∈ Set.uIcc (0 : ℝ) 1, HasDerivAt (fun y =>
      27 / 4 * (1 / 3 * (invRoot y * invRoot y * invRoot y) - invRoot y)
      - 1 / 2 * ((y + 1 / 2) * invRoot y
        - 3 * ((y + 1 / 2) * (invRoot y * invRoot y * invRoot y)))) (r * goeDensity r) r := by
    intro r _
    have h := hasDerivAt_invRoot r
    refine ((((((h.fun_mul h).fun_mul h).const_mul (1 / 3)).fun_sub h).const_mul
      (27 / 4)).fun_sub ((hasDerivAt_goe r).const_mul (1 / 2))).congr_deriv ?_
    rw [goeDensity_eq]
    linear_combination (-(27 / 4) * (r + 1 / 2) * invRoot r ^ 3) * (invRoot_powers r).1
  have key := integral_eq_sub_of_hasDerivAt hd (hc.intervalIntegrable 0 1)
  have h3 : √3 * √3 = (3 : ℝ) := Real.mul_self_sqrt (by norm_num)
  have h0 : invRoot 0 = 1 := by simp [invRoot]
  have h1 : invRoot 1 = √3 / 3 := by
    rw [invRoot, show (1 : ℝ) + 1 + 1 ^ 2 = 3 by norm_num]
    exact inv_eq_of_mul_eq_one_right (by linear_combination h3 / 3)
  simp only [h0, h1] at key
  rw [ratioMean, key]
  linear_combination (√3 / 6) * h3
```

Q: Is the ordering of the means taken from the distributions?

A: No, from numerical bounds. Since $\sqrt3<1.8$, the GOE mean exceeds 0.4, while an upper bound on $\log2$ keeps the Poisson mean below 0.387. The last theorem collects the two normalisations, the two means and their order.

```lean
/-- Both gap-ratio densities integrate to 1 on [0,1]; their means are 2 log 2 - 1 (Poisson)
and 4 - 2√3 (GOE surmise), and the GOE mean is strictly larger. -/
theorem gap_ratio_statistics :
    ratioCDF poissonDensity 1 = 1 ∧ ratioCDF goeDensity 1 = 1 ∧
    ratioMean poissonDensity = 2 * Real.log 2 - 1 ∧ ratioMean goeDensity = 4 - 2 * √3 ∧
    ratioMean poissonDensity < ratioMean goeDensity := by
  refine ⟨?_, ?_, poisson_mean, goe_mean, ?_⟩
  · rw [poisson_cdf zero_le_one]
    norm_num
  · rw [goe_cdf]
    norm_num
  · rw [poisson_mean, goe_mean]
    have h3 : √3 < (1.8 : ℝ) := (Real.sqrt_lt' (by norm_num)).2 (by norm_num)
    linarith [Real.log_two_lt_d9]

end GapRatioStatistics
```

```lean
#print axioms GapRatioStatistics.goe_cdf_lt_poisson_cdf
#print axioms GapRatioStatistics.gap_ratio_statistics
```

```
'GapRatioStatistics.goe_cdf_lt_poisson_cdf' depends on axioms: [propext, Classical.choice, Quot.sound]
'GapRatioStatistics.gap_ratio_statistics' depends on axioms: [propext, Classical.choice, Quot.sound]
```
